# Too much Fermi–Dirac smearing removes the mean-field moment of a half-filled rectangular band

## The band, its occupation and the exchange field

A band of width W has constant density of states g per spin. Energies e are measured from the band centre, where the chemical potential sits. The smearing T is an energy (k_B times temperature, if read thermally), and I is the exchange parameter. The moment m is the number of spin-up minus spin-down electrons.

```lean
import Mathlib

open Set Filter Topology

namespace SmearedStonerBand

noncomputable section

variable {g W T I : ℝ}
```

Here `g`, `W`, `T` and `I` are real numbers. Their signs enter later as named hypotheses, such as `hT : 0 < T`.

```lean
/-- Fermi-Dirac occupation at energy `e` from the chemical potential, with smearing `T ≠ 0`. -/
def fermi (T e : ℝ) : ℝ := 1 / (1 + Real.exp (e / T))
```

This is the Fermi–Dirac occupation, f(e) = 1/(1 + exp(e/T)).

```lean
/-- Moment of a rectangular band of width `W` and density `g` per spin whose two spin channels are
shifted by `-h` and `+h`, with smearing `T ≠ 0` and the chemical potential at the centre of the
unshifted band. -/
def inducedMoment (g W T h : ℝ) : ℝ :=
  ∫ e in (-(W / 2))..(W / 2), g * (fermi T (e - h) - fermi T (e + h))
```

An exchange field h lowers the spin-up levels to e − h and raises the spin-down levels to e + h. The resulting moment is

M(h) = ∫ g [f(e − h) − f(e + h)] de, with e from −W/2 to W/2.

```lean
/-- The moment `m` reproduces itself through the exchange field `I m / 2`, for `T ≠ 0`. -/
def IsSelfConsistent (g W T I m : ℝ) : Prop := m = inducedMoment g W T (I * m / 2)
```

A `Prop` is a statement that may be true or false. This one says m = M(Im/2): the moment produces the field that sustains it. The splitting Im is the mean-field model's assumption about exchange, with I a given constant. The value m = 0 always solves the equation, so the question is whether another solution exists.

```lean
/-- The function `2 T log cosh (x / 2T)`, for `T ≠ 0`. -/
def logCosh (T x : ℝ) : ℝ := 2 * T * Real.log (Real.cosh (x / (2 * T)))
```

Write L(x) = 2T log cosh(x/2T). It will serve as an antiderivative.

```lean
/-- Loop gain: the formula for the change of the induced moment per change of the
moment `m` that is put in, for `T ≠ 0`. -/
def loopGain (g W T I m : ℝ) : ℝ :=
  I * g * Real.sinh (W / (2 * T)) / (Real.cosh (W / (2 * T)) + Real.cosh (I * m / 2 / T))
```

The loop gain is

G(m) = I g sinh(W/2T) / [cosh(W/2T) + cosh(Im/2T)].

At this point it is only a formula; its meaning as a derivative is proved below.

## The band integrals in closed form

```lean
lemma logCosh_neg (T x : ℝ) : logCosh T (-x) = logCosh T x := by
  simp [logCosh, neg_div, Real.cosh_neg]
```

L is even, because cosh is.

```lean
lemma continuous_fermi (T : ℝ) : Continuous (fermi T) := by
  have h : Continuous (fun e : ℝ => 1 / (1 + Real.exp (e / T))) :=
    continuous_const.div (by fun_prop) (fun e => by positivity)
  exact h
```

The occupation is continuous, which makes the band integrals accessible to the fundamental theorem of calculus.

```lean
lemma hasDerivAt_logCosh (hT : 0 < T) (x : ℝ) :
    HasDerivAt (logCosh T) (1 - 2 * fermi T x) x := by
  have h1 : HasDerivAt (fun y : ℝ => y / (2 * T)) (1 / (2 * T)) x :=
    (hasDerivAt_id' x).div_const _
  have h2 := ((h1.cosh).log (Real.cosh_pos _).ne').const_mul (2 * T)
  refine h2.congr_deriv ?_
  have he : Real.exp (x / T) = Real.exp (x / (2 * T)) ^ 2 := by
    rw [sq, ← Real.exp_add]
    congr 1
    ring
  rw [fermi, he, Real.sinh_eq, Real.cosh_eq, Real.exp_neg]
  have hp := Real.exp_pos (x / (2 * T))
  generalize Real.exp (x / (2 * T)) = E at hp ⊢
  have hs : (E - E⁻¹) / 2 = (E ^ 2 - 1) / (2 * E) := by field_simp
  have hc : (E + E⁻¹) / 2 = (E ^ 2 + 1) / (2 * E) := by field_simp
  rw [hs, hc]
  field_simp
  ring
```

`HasDerivAt F a x` reads "F has derivative a at x". By hand,

L′(x) = tanh(x/2T) = 1 − 2f(x).

Lean writes everything in terms of E = exp(x/2T), after which `field_simp` and `ring` check a rational identity.

```lean
/-- For `T > 0` the band stays half filled, with `g W` electrons, at every exchange field `h`
when the chemical potential is at the band centre. -/
theorem half_filling (hT : 0 < T) (g W h : ℝ) :
    ∫ e in (-(W / 2))..(W / 2), g * (fermi T (e - h) + fermi T (e + h)) = g * W := by
  have hd : ∀ e, HasDerivAt (fun e => g * (e - (logCosh T (e + h) + logCosh T (e - h)) / 2))
      (g * (fermi T (e - h) + fermi T (e + h))) e := fun e =>
    (((hasDerivAt_id' e).fun_sub ((((hasDerivAt_logCosh hT (e + h)).comp_add_const e h).fun_add
      ((hasDerivAt_logCosh hT (e - h)).comp_sub_const e h)).div_const 2)).const_mul
      g).congr_deriv (by ring)
  have hc : Continuous (fun e => g * (fermi T (e - h) + fermi T (e + h))) :=
    continuous_const.mul (((continuous_fermi T).comp (continuous_id.sub continuous_const)).add
      ((continuous_fermi T).comp (continuous_id.add continuous_const)))
  rw [intervalIntegral.integral_eq_sub_of_hasDerivAt (fun e _ => hd e)
    (hc.intervalIntegrable _ _)]
  -- the log cosh boundary terms cancel because log cosh is even; the linear term gives `g W`
  rw [show -(W / 2) + h = -(W / 2 - h) by ring, show -(W / 2) - h = -(W / 2 + h) by ring,
    logCosh_neg, logCosh_neg]
  ring
```

The total occupation g[f(e − h) + f(e + h)] has the antiderivative

g {e − [L(e + h) + L(e − h)]/2}.

Since L is even, its terms agree at the two band edges and cancel, leaving gW. That is half the capacity 2gW, so the chemical potential may stay at the band centre for every h.

```lean
/-- Closed form of the induced moment for `T > 0`. -/
theorem inducedMoment_eq (hT : 0 < T) (g W h : ℝ) :
    inducedMoment g W T h = g * (logCosh T (W / 2 + h) - logCosh T (W / 2 - h)) := by
  have hd : ∀ e, HasDerivAt (fun e => g / 2 * (logCosh T (e + h) - logCosh T (e - h)))
      (g * (fermi T (e - h) - fermi T (e + h))) e := fun e =>
    ((((hasDerivAt_logCosh hT (e + h)).comp_add_const e h).fun_sub
      ((hasDerivAt_logCosh hT (e - h)).comp_sub_const e h)).const_mul
      (g / 2)).congr_deriv (by ring)
  have hc : Continuous (fun e => g * (fermi T (e - h) - fermi T (e + h))) :=
    continuous_const.mul (((continuous_fermi T).comp (continuous_id.sub continuous_const)).sub
      ((continuous_fermi T).comp (continuous_id.add continuous_const)))
  rw [inducedMoment, intervalIntegral.integral_eq_sub_of_hasDerivAt (fun e _ => hd e)
    (hc.intervalIntegrable _ _)]
  rw [show -(W / 2) + h = -(W / 2 - h) by ring, show -(W / 2) - h = -(W / 2 + h) by ring,
    logCosh_neg, logCosh_neg]
  ring
```

For the difference of occupations the antiderivative is (g/2)[L(e + h) − L(e − h)]. Evenness now makes the two edges add:

M(h) = g [L(W/2 + h) − L(W/2 − h)].

```lean
/-- The induced moment never exceeds `g W`, for nonnegative `g` and `W`. -/
theorem inducedMoment_le (hg : 0 ≤ g) (hW : 0 ≤ W) (T h : ℝ) :
    inducedMoment g W T h ≤ g * W := by
  have h0 : ∀ x, 0 ≤ fermi T x := fun x => by unfold fermi; positivity
  have h1 : ∀ x, fermi T x ≤ 1 := fun x => by
    unfold fermi
    rw [div_le_one (by positivity)]
    linarith [Real.exp_pos (x / T)]
  have hb : ∀ e ∈ Set.uIoc (-(W / 2)) (W / 2),
      ‖g * (fermi T (e - h) - fermi T (e + h))‖ ≤ g := by
    intro e _
    rw [Real.norm_eq_abs, abs_mul, abs_of_nonneg hg]
    exact mul_le_of_le_one_right hg (abs_le.2
      ⟨by linarith [h0 (e - h), h1 (e + h)], by linarith [h1 (e - h), h0 (e + h)]⟩)
  have hn := intervalIntegral.norm_integral_le_of_norm_le_const hb
  rw [show W / 2 - -(W / 2) = W by ring, abs_of_nonneg hW] at hn
  exact (le_abs_self _).trans hn
```

Occupations lie between 0 and 1, so the integrand is at most g in magnitude and M(h) ≤ gW.

## The gain of the self-consistency loop

```lean
/-- For `T > 0` the loop gain is the derivative of the induced moment with respect to `m`. -/
theorem hasDerivAt_loop (hT : 0 < T) (g W I m : ℝ) :
    HasDerivAt (fun m => inducedMoment g W T (I * m / 2)) (loopGain g W T I m) m := by
  have hr : ∀ h, HasDerivAt (inducedMoment g W T) (2 * g * Real.sinh (W / (2 * T)) /
      (Real.cosh (W / (2 * T)) + Real.cosh (h / T))) h := by
    intro h
    rw [show inducedMoment g W T = _ from funext (inducedMoment_eq hT g W)]
    refine ((((hasDerivAt_logCosh hT (W / 2 + h)).comp_const_add (W / 2) h).fun_sub
      ((hasDerivAt_logCosh hT (W / 2 - h)).comp_const_sub (W / 2) h)).const_mul
      g).congr_deriv ?_
    have e1 : Real.exp ((W / 2 + h) / T) = Real.exp (W / (2 * T)) * Real.exp (h / T) := by
      rw [← Real.exp_add]
      congr 1
      ring
    have e2 : Real.exp ((W / 2 - h) / T) = Real.exp (W / (2 * T)) / Real.exp (h / T) := by
      rw [← Real.exp_sub]
      congr 1
      ring
    rw [fermi, fermi, e1, e2, Real.sinh_eq, Real.cosh_eq, Real.cosh_eq, Real.exp_neg,
      Real.exp_neg]
    have hA := Real.exp_pos (W / (2 * T))
    have hB := Real.exp_pos (h / T)
    generalize Real.exp (W / (2 * T)) = A at hA ⊢
    generalize Real.exp (h / T) = B at hB ⊢
    have d1 : (A + A⁻¹) / 2 + (B + B⁻¹) / 2 = (1 + A * B) * (A + B) / (2 * A * B) := by
      field_simp
      ring
    have d2 : 1 / (1 + A / B) = B / (A + B) := by
      field_simp
      ring
    rw [d1, d2]
    field_simp
    ring
  have hi : HasDerivAt (fun m : ℝ => I * m / 2) (I / 2) m := by
    simpa using ((hasDerivAt_id' m).const_mul I).div_const 2
  have hcomp := (hr (I * m / 2)).comp m hi
  have he : loopGain g W T I m = 2 * g * Real.sinh (W / (2 * T)) /
      (Real.cosh (W / (2 * T)) + Real.cosh (I * m / 2 / T)) * (I / 2) := by
    unfold loopGain
    ring
  rw [he]
  exact hcomp
```

Differentiating the closed form gives

M′(h) = g [tanh((W/2 + h)/2T) + tanh((W/2 − h)/2T)].

With a and b for the two arguments, tanh a + tanh b = sinh(a + b)/(cosh a cosh b) and 2 cosh a cosh b = cosh(a + b) + cosh(a − b). Here a + b = W/2T and a − b = h/T, so

M′(h) = 2g sinh(W/2T) / [cosh(W/2T) + cosh(h/T)].

The chain rule with h = Im/2 contributes a factor I/2 and yields G(m). Lean proves the hyperbolic identity through the exponentials A = exp(W/2T) and B = exp(h/T).

```lean
/-- The loop gain at zero moment is `I g tanh (W / 4T)`. -/
theorem loopGain_zero (g W T I : ℝ) :
    loopGain g W T I 0 = I * g * Real.tanh (W / (4 * T)) := by
  have hc := Real.cosh_pos (W / (4 * T))
  rw [loopGain, show W / (2 * T) = 2 * (W / (4 * T)) by ring, mul_zero, zero_div, zero_div,
    Real.cosh_zero, Real.sinh_two_mul, Real.cosh_two_mul, Real.tanh_eq_sinh_div_cosh,
    ← mul_div_assoc, div_eq_div_iff (by positivity) hc.ne']
  linear_combination I * g * Real.sinh (W / (4 * T)) * Real.cosh_sq (W / (4 * T))
```

With u = W/4T, the double-angle formulas give

sinh 2u / (cosh 2u + 1) = 2 sinh u cosh u / (2 cosh² u) = tanh u,

hence G(0) = I g tanh(W/4T).

```lean
lemma loopGain_lt (hg : 0 < g) (hW : 0 < W) (hT : 0 < T) (hI : 0 < I) {x y : ℝ}
    (hx : 0 ≤ x) (hxy : x < y) : loopGain g W T I y < loopGain g W T I x := by
  have hy : 0 < y := hx.trans_lt hxy
  have hc : Real.cosh (I * x / 2 / T) < Real.cosh (I * y / 2 / T) := by
    rw [Real.cosh_lt_cosh, abs_of_nonneg (by positivity), abs_of_pos (by positivity)]
    gcongr
  exact div_lt_div_of_pos_left
    (mul_pos (mul_pos hI hg) (Real.sinh_pos_iff.2 (by positivity)))
    (add_pos (Real.cosh_pos _) (Real.cosh_pos _)) (by linarith)
```

For m ≥ 0 the denominator of G grows with m while the positive numerator stays fixed, so G strictly decreases.

```lean
lemma exists_gain_one (hT : 0 < T) {x y : ℝ} (hxy : x < y)
    (hx : IsSelfConsistent g W T I x) (hy : IsSelfConsistent g W T I y) :
    ∃ c ∈ Ioo x y, loopGain g W T I c = 1 := by
  obtain ⟨c, hc, h⟩ := exists_hasDerivAt_eq_slope
    (fun m => inducedMoment g W T (I * m / 2)) (loopGain g W T I) hxy
    (fun z _ => (hasDerivAt_loop hT g W I z).continuousAt.continuousWithinAt)
    (fun z _ => hasDerivAt_loop hT g W I z)
  have h' : loopGain g W T I c =
      (inducedMoment g W T (I * y / 2) - inducedMoment g W T (I * x / 2)) / (y - x) := h
  have hx' : inducedMoment g W T (I * x / 2) = x := hx.symm
  have hy' : inducedMoment g W T (I * y / 2) = y := hy.symm
  exact ⟨c, hc, by rw [h', hx', hy', div_self (sub_ne_zero.2 hxy.ne')]⟩
```

If x < y both solve the equation, the mean value theorem provides a c strictly between them with

G(c) = [M(Iy/2) − M(Ix/2)]/(y − x) = (y − x)/(y − x) = 1.

## When a moment exists

```lean
/-- For positive `g`, `W`, `T`, `I` with `I g tanh (W / 4T) > 1` there is exactly one positive
self-consistent moment. -/
theorem existsUnique_moment (hg : 0 < g) (hW : 0 < W) (hT : 0 < T) (hI : 0 < I)
    (h : 1 < I * g * Real.tanh (W / (4 * T))) :
    ∃! m, 0 < m ∧ IsSelfConsistent g W T I m := by
  have h1 : 1 < loopGain g W T I 0 := by rwa [loopGain_zero]
  -- a small moment is amplified
  obtain ⟨d, hd1, hd0⟩ := (((hasDerivAt_loop hT g W I 0).tendsto_slope_zero_right.eventually
    (lt_mem_nhds h1)).and eventually_mem_nhdsWithin).exists
  have hd0 : 0 < d := hd0
  have hz : inducedMoment g W T 0 = 0 := by simp [inducedMoment]
  simp only [zero_add, mul_zero, zero_div, hz, sub_zero, smul_eq_mul] at hd1
  rw [inv_mul_eq_div, one_lt_div hd0] at hd1
  -- a saturated moment is not, so the two curves cross
  have hsat := inducedMoment_le hg.le hW.le T (I * (g * W) / 2)
  have hdW : d ≤ g * W := hd1.le.trans (inducedMoment_le hg.le hW.le T _)
  have hcont : ContinuousOn (fun m => inducedMoment g W T (I * m / 2) - m) (Icc d (g * W)) :=
    fun z _ => ((hasDerivAt_loop hT g W I z).continuousAt.sub
      continuousAt_id).continuousWithinAt
  obtain ⟨m, hm, hm0⟩ := intermediate_value_Icc' hdW hcont
    (show (0 : ℝ) ∈ Icc _ _ from ⟨sub_nonpos.2 hsat, sub_nonneg.2 hd1.le⟩)
  have hsc : IsSelfConsistent g W T I m := (sub_eq_zero.1 hm0).symm
  have h0 : IsSelfConsistent g W T I 0 := by simp [IsSelfConsistent, inducedMoment]
  -- two positive solutions would need unit gain at two different moments
  have key : ∀ x y, 0 < x → x < y → IsSelfConsistent g W T I x →
      IsSelfConsistent g W T I y → False := by
    intro x y hx hxy sx sy
    obtain ⟨a, ha, ga⟩ := exists_gain_one hT hx h0 sx
    obtain ⟨b, hb, gb⟩ := exists_gain_one hT hxy sx sy
    have := loopGain_lt hg hW hT hI ha.1.le (ha.2.trans hb.1)
    linarith
  refine ⟨m, ⟨hd0.trans_le hm.1, hsc⟩, ?_⟩
  rintro y ⟨hy, sy⟩
  rcases lt_trichotomy y m with hlt | heq | hgt
  · exact (key y m hy hlt sy hsc).elim
  · exact heq
  · exact (key m y (hd0.trans_le hm.1) hgt hsc sy).elim
```

The symbol `∃!` means "there is exactly one".

For existence, G(0) > 1 implies M(Id/2) > d for some small d > 0. At m = gW the bound gives M(Im/2) ≤ m. The continuous function M(Im/2) − m therefore vanishes somewhere between d and gW, which is the step `intermediate_value_Icc'`.

For uniqueness, suppose 0 < x < y were both solutions. Since 0 is one too, G would equal 1 once between 0 and x and again between x and y, which a strictly decreasing G forbids.

```lean
/-- For positive `g`, `W`, `T`, `I` the half-filled rectangular band has a nonzero
self-consistent moment if and only if `I g tanh (W / 4T) > 1`. -/
theorem moment_iff (hg : 0 < g) (hW : 0 < W) (hT : 0 < T) (hI : 0 < I) :
    (∃ m, m ≠ 0 ∧ IsSelfConsistent g W T I m) ↔ 1 < I * g * Real.tanh (W / (4 * T)) := by
  constructor
  · rintro ⟨m, hm, sm⟩
    -- reversing both spins makes the moment positive
    have hp : ∃ p, 0 < p ∧ IsSelfConsistent g W T I p := by
      rcases lt_or_gt_of_ne hm with hneg | hpos
      · refine ⟨-m, neg_pos.2 hneg, ?_⟩
        unfold IsSelfConsistent at sm ⊢
        rw [inducedMoment_eq hT] at sm ⊢
        rw [show W / 2 + I * -m / 2 = W / 2 - I * m / 2 by ring,
          show W / 2 - I * -m / 2 = W / 2 + I * m / 2 by ring]
        linarith
      · exact ⟨m, hpos, sm⟩
    obtain ⟨p, hp, sp⟩ := hp
    obtain ⟨c, hc, gc⟩ := exists_gain_one hT hp
      (by simp [IsSelfConsistent, inducedMoment]) sp
    rw [← loopGain_zero, ← gc]
    exact loopGain_lt hg hW hT hI le_rfl hc.1
  · intro h
    obtain ⟨m, ⟨hm, sm⟩, _⟩ := existsUnique_moment hg hW hT hI h
    exact ⟨m, hm.ne', sm⟩
```

The direction from right to left is the previous theorem. For the other, a negative solution is first replaced by its mirror image −m. A positive solution p then gives a c between 0 and p with G(c) = 1, and so G(0) > G(c) = 1.

The theorem concerns solutions of the mean-field equation; it compares no free energies. It also fixes half filling, a flat density of states and Fermi–Dirac smearing.

## The critical smearing

```lean
/-- For positive `g`, `W`, `T`, `I` with `I g > 1`, a nonzero self-consistent moment exists
if and only if the smearing `T` is below `W / (2 log ((I g + 1) / (I g - 1)))`. -/
theorem moment_iff_smearing_lt (hg : 0 < g) (hW : 0 < W) (hT : 0 < T) (hI : 0 < I)
    (hs : 1 < I * g) :
    (∃ m, m ≠ 0 ∧ IsSelfConsistent g W T I m) ↔
      T < W / (2 * Real.log ((I * g + 1) / (I * g - 1))) := by
  have hs' : 0 < I * g - 1 := by linarith
  have hq : 1 < (I * g + 1) / (I * g - 1) := by
    rw [one_lt_div hs']
    linarith
  have hL := Real.log_pos hq
  have hE := Real.exp_pos (W / (2 * T))
  have ht : Real.tanh (W / (4 * T)) =
      (Real.exp (W / (2 * T)) - 1) / (Real.exp (W / (2 * T)) + 1) := by
    have h2 : Real.exp (W / (2 * T)) = Real.exp (W / (4 * T)) ^ 2 := by
      rw [sq, ← Real.exp_add]
      congr 1
      ring
    have h3 : Real.exp (W / (4 * T)) * Real.exp (-(W / (4 * T))) = 1 := by
      rw [← Real.exp_add, add_neg_cancel, Real.exp_zero]
    rw [Real.tanh_eq_sinh_div_cosh, div_eq_div_iff (Real.cosh_pos _).ne' (by positivity),
      Real.sinh_eq, Real.cosh_eq, h2]
    linear_combination (-Real.exp (W / (4 * T))) * h3
  have hexp : 1 < I * g * Real.tanh (W / (4 * T)) ↔
      (I * g + 1) / (I * g - 1) < Real.exp (W / (2 * T)) := by
    rw [ht, ← mul_div_assoc, one_lt_div (by positivity), div_lt_iff₀ hs']
    constructor <;> intro h <;> linarith
  rw [moment_iff hg hW hT hI, hexp, ← Real.log_lt_iff_lt_exp (by linarith),
    lt_div_iff₀ (by positivity), lt_div_iff₀ (by positivity)]
  constructor <;> intro h <;> linarith

end

end SmearedStonerBand
```

Set E = exp(W/2T), so that tanh(W/4T) = (E − 1)/(E + 1). Since Ig > 1, the condition can be rearranged step by step:

Ig(E − 1) > E + 1

E > (Ig + 1)/(Ig − 1)

T < W / {2 log[(Ig + 1)/(Ig − 1)]}.

If Ig ≤ 1, the condition in `moment_iff` fails at every T, because tanh is below 1.

In electronic-structure calculations on magnetic metals, a vanishing moment can thus be a product of the chosen smearing; this one-band mean-field model shows the effect with an explicit threshold.

```lean
#print axioms SmearedStonerBand.half_filling
-- 'SmearedStonerBand.half_filling' depends on axioms: [propext, Classical.choice, Quot.sound]
#print axioms SmearedStonerBand.moment_iff
-- 'SmearedStonerBand.moment_iff' depends on axioms: [propext, Classical.choice, Quot.sound]
#print axioms SmearedStonerBand.moment_iff_smearing_lt
-- 'SmearedStonerBand.moment_iff_smearing_lt' depends on axioms: [propext, Classical.choice, Quot.sound]
```
